# A cyclacene of n ≥ 2 hexagons has four Kekulé structures, none with a double bond on a rung

The Pauling bond order of a bond is the fraction of Kekulé structures in which that bond is double, so a list of the Kekulé structures of a cyclacene gives all its bond orders. For a belt of \(n\ge 2\) hexagons the list has four entries whatever the length, and the bonds that join the two edges of the belt are single in all of them.

```lean
import Mathlib

open SimpleGraph

namespace CyclaceneKekule

/-- The cyclacene graph: for `n ≥ 2`, two cycles of length `2 * n`, labelled by `Bool`, with
corresponding sites joined by a rung at the even positions. -/
def cyclacene (n : ℕ) : SimpleGraph (Bool × ZMod (2 * n)) :=
  SimpleGraph.fromRel fun u v =>
    (u.1 = v.1 ∧ v.2 = u.2 + 1) ∨ (u.1 ≠ v.1 ∧ u.2 = v.2 ∧ Even u.2)

/-- Even and odd positions alternate around a ring of even length. -/
theorem even_succ_iff {n : ℕ} (i : ZMod (2 * n)) : Even (i + 1) ↔ ¬ Even i := by
  constructor
  · rintro ⟨a, ha⟩ ⟨b, hb⟩
    have h1 : (1 : ZMod (2 * n)) = (a - b) + (a - b) := by linear_combination ha - hb
    -- reduce modulo 2, where twice anything vanishes
    have h2 := congrArg (ZMod.castHom (dvd_mul_right 2 n) (ZMod 2)) h1
    rw [map_one, map_add] at h2
    have h3 : ∀ x : ZMod 2, (1 : ZMod 2) ≠ x + x := by decide
    exact h3 _ h2
  · intro h
    obtain ⟨k, rfl⟩ := ZMod.intCast_surjective i
    rcases Int.even_or_odd k with ⟨m, hm⟩ | ⟨m, hm⟩
    · exact absurd ⟨(m : ZMod (2 * n)), by simp [hm]⟩ h
    · exact ⟨(m : ZMod (2 * n)) + 1, by rw [hm]; push_cast; ring⟩

/-- On a ring of at least four sites, two steps do not lead back to the start. -/
theorem two_steps_ne_zero {n : ℕ} (hn : 2 ≤ n) : (2 : ZMod (2 * n)) ≠ 0 := by
  intro h
  have h1 := (CharP.cast_eq_zero_iff (ZMod (2 * n)) (2 * n) 2).1 (by exact_mod_cast h)
  have h2 := Nat.le_of_dvd (by norm_num) h1
  omega

/-- The alternating pattern of double bonds in which cycle `s` has its double bonds starting at
even positions if `c s` is true, and at odd positions otherwise. -/
def kekule (n : ℕ) (c : Bool → Bool) : (cyclacene n).Subgraph where
  verts := Set.univ
  Adj u v := u.1 = v.1 ∧ ((v.2 = u.2 + 1 ∧ (Even u.2 ↔ c u.1 = true)) ∨
    (u.2 = v.2 + 1 ∧ (Even v.2 ↔ c v.1 = true)))
  adj_sub {u v} h := by
    obtain ⟨hs, h'⟩ := h
    refine (SimpleGraph.fromRel_adj _ _ _).2 ⟨?_, ?_⟩
    · intro e
      have e2 : u.2 = v.2 := congrArg Prod.snd e
      rcases h' with ⟨h1, _⟩ | ⟨h1, _⟩
      · have h3 := even_succ_iff u.2
        rw [← h1, ← e2] at h3
        exact iff_not_self h3
      · have h3 := even_succ_iff v.2
        rw [← h1, e2] at h3
        exact iff_not_self h3
    · rcases h' with ⟨h1, _⟩ | ⟨h1, _⟩
      · exact Or.inl (Or.inl ⟨hs, h1⟩)
      · exact Or.inr (Or.inl ⟨hs.symm, h1⟩)
  edge_vert := fun _ => Set.mem_univ _
  symm := by
    constructor
    intro u v h
    exact ⟨h.1.symm, Or.symm h.2⟩

/-- Two sites share a double bond of the pattern exactly when they are neighbours on one cycle
and the bond starts at a position of the chosen parity. -/
theorem kekule_adj {n : ℕ} {c : Bool → Bool} {u v : Bool × ZMod (2 * n)} :
    (kekule n c).Adj u v ↔ u.1 = v.1 ∧ ((v.2 = u.2 + 1 ∧ (Even u.2 ↔ c u.1 = true)) ∨
      (u.2 = v.2 + 1 ∧ (Even v.2 ↔ c v.1 = true))) := Iff.rfl

/-- Each alternating pattern is a perfect matching of the cyclacene graph. -/
theorem kekule_isPerfectMatching (n : ℕ) (c : Bool → Bool) :
    (kekule n c).IsPerfectMatching := by
  rw [SimpleGraph.Subgraph.isPerfectMatching_iff]
  rintro ⟨s, i⟩
  by_cases h : (Even i ↔ c s = true)
  · refine ⟨(s, i + 1), kekule_adj.2 ⟨rfl, Or.inl ⟨rfl, h⟩⟩, ?_⟩
    rintro ⟨t, j⟩ ⟨hs, h1 | h1⟩
    · obtain rfl : s = t := hs
      exact Prod.ext rfl h1.1
    · obtain rfl : s = t := hs
      have hj : i = j + 1 := h1.1
      have h2 : Even j ↔ c s = true := h1.2
      have h3 := even_succ_iff j
      rw [← hj] at h3
      exfalso
      tauto
  · have hp := even_succ_iff (i - 1)
    rw [sub_add_cancel] at hp
    have hq : Even (i - 1) ↔ c s = true := by tauto
    refine ⟨(s, i - 1), kekule_adj.2 ⟨rfl, Or.inr ⟨(sub_add_cancel i 1).symm, hq⟩⟩, ?_⟩
    rintro ⟨t, j⟩ ⟨hs, h1 | h1⟩
    · exact absurd h1.2 h
    · obtain rfl : s = t := hs
      exact Prod.ext rfl (eq_sub_of_add_eq h1.1.symm)

/-- For `n ≥ 2`, the bond from position `i` to `i + 1` on cycle `s` is double in the pattern exactly
when the parity of `i` is the one chosen for that cycle. -/
theorem kekule_bond {n : ℕ} (hn : 2 ≤ n) (c : Bool → Bool) (s : Bool) (i : ZMod (2 * n)) :
    (kekule n c).Adj (s, i) (s, i + 1) ↔ (Even i ↔ c s = true) := by
  constructor
  · rintro ⟨-, ⟨-, h⟩ | ⟨h, -⟩⟩
    · exact h
    · have h' : i = i + 1 + 1 := h
      exact (two_steps_ne_zero hn (by linear_combination -h')).elim
  · intro h
    exact kekule_adj.2 ⟨rfl, Or.inl ⟨rfl, h⟩⟩

/-- For `n ≥ 2`, different functions `c` give different patterns of double bonds. -/
theorem kekule_injective {n : ℕ} (hn : 2 ≤ n) : Function.Injective (kekule n) := by
  intro c d h
  funext s
  have a := kekule_bond hn c s 0
  rw [h] at a
  have q := a.symm.trans (kekule_bond hn d s 0)
  exact Bool.eq_iff_iff.2 (by tauto)

/-- In a perfect matching, a site at an odd position is paired with the next or the previous site on
its own cycle. -/
theorem odd_site_partner {n : ℕ} {M : (cyclacene n).Subgraph} (hM : M.IsPerfectMatching)
    (s : Bool) (i : ZMod (2 * n)) (hi : ¬ Even i) :
    M.Adj (s, i) (s, i + 1) ∨ M.Adj (s, i) (s, i - 1) := by
  obtain ⟨⟨t, j⟩, hw, _⟩ := SimpleGraph.Subgraph.isPerfectMatching_iff.1 hM (s, i)
  rcases (SimpleGraph.fromRel_adj _ _ _).1 (M.adj_sub hw) with
    ⟨-, (⟨h1, h2⟩ | ⟨_, _, h3⟩) | (⟨h1, h2⟩ | ⟨_, h2, h3⟩)⟩
  · obtain rfl : s = t := h1
    obtain rfl : j = i + 1 := h2
    exact Or.inl hw
  · exact absurd h3 hi
  · obtain rfl : s = t := h1.symm
    obtain rfl : j = i - 1 := eq_sub_of_add_eq h2.symm
    exact Or.inr hw
  · have h2' : j = i := h2
    have h3' : Even j := h3
    rw [h2'] at h3'
    exact absurd h3' hi

/-- For `n ≥ 2`, the perfect matchings of the cyclacene graph are exactly the alternating patterns.
-/
theorem isPerfectMatching_iff_kekule {n : ℕ} (hn : 2 ≤ n) (M : (cyclacene n).Subgraph) :
    M.IsPerfectMatching ↔ ∃ c, M = kekule n c := by
  refine ⟨fun hP => ?_, fun ⟨c, hc⟩ => hc ▸ kekule_isPerfectMatching n c⟩
  have : NeZero (2 * n) := ⟨by omega⟩
  have hM := SimpleGraph.Subgraph.isPerfectMatching_iff.1 hP
  -- a forward pairing at an odd site forces one at the next odd site
  have step : ∀ s i, ¬ Even i → M.Adj (s, i) (s, i + 1) →
      ¬ Even (i + 2) ∧ M.Adj (s, i + 2) (s, i + 2 + 1) := by
    intro s i hi hx
    have ho : ¬ Even (i + 2) := by
      have a := even_succ_iff i
      have b := even_succ_iff (i + 1)
      rw [show i + 2 = i + 1 + 1 by ring]
      tauto
    refine ⟨ho, (odd_site_partner hP s (i + 2) ho).resolve_right fun h => ?_⟩
    rw [show i + 2 - 1 = i + 1 by ring] at h
    have e : i = i + 2 := congrArg Prod.snd ((hM (s, i + 1)).unique hx.symm h.symm)
    exact two_steps_ne_zero hn (by linear_combination -e)
  -- hence it spreads to every odd site of the cycle
  have spread : ∀ s i j, ¬ Even i → ¬ Even j → M.Adj (s, i) (s, i + 1) →
      M.Adj (s, j) (s, j + 1) := by
    intro s i j hi hj hx
    have iter : ∀ k : ℕ, ¬ Even (i + 2 * (k : ZMod (2 * n))) ∧
        M.Adj (s, i + 2 * (k : ZMod (2 * n))) (s, i + 2 * (k : ZMod (2 * n)) + 1) := by
      intro k
      induction k with
      | zero => rw [Nat.cast_zero, mul_zero, add_zero]; exact ⟨hi, hx⟩
      | succ k ih =>
        rw [show i + 2 * ((k + 1 : ℕ) : ZMod (2 * n)) = i + 2 * (k : ZMod (2 * n)) + 2 by
          push_cast; ring]
        exact step s _ ih.1 ih.2
    obtain ⟨a, ha⟩ := (even_succ_iff j).2 hj
    obtain ⟨b, hb⟩ := (even_succ_iff i).2 hi
    have hk := (iter (a - b).val).2
    have e : i + 2 * ((a - b).val : ZMod (2 * n)) = j := by
      rw [ZMod.natCast_zmod_val]
      linear_combination hb - ha
    rw [e] at hk
    exact hk
  have choice : ∀ s, ∃ b : Bool, ∀ i, (Even i ↔ b = true) → M.Adj (s, i) (s, i + 1) := by
    intro s
    by_cases h : ∃ i, ¬ Even i ∧ M.Adj (s, i) (s, i + 1)
    · obtain ⟨i, hi, hx⟩ := h
      exact ⟨false, fun j hj => spread s i j hi (fun e => Bool.false_ne_true (hj.1 e)) hx⟩
    · refine ⟨true, fun j hj => ?_⟩
      have ho : ¬ Even (j + 1) := fun e => (even_succ_iff j).1 e (hj.2 rfl)
      rcases odd_site_partner hP s (j + 1) ho with h2 | h2
      · exact absurd ⟨_, ho, h2⟩ h
      · rw [add_sub_cancel_right] at h2
        exact h2.symm
  choose c hc using choice
  have sub : ∀ u v, (kekule n c).Adj u v → M.Adj u v := by
    rintro ⟨s, i⟩ ⟨t, j⟩ ⟨hs, ⟨h1, h2⟩ | ⟨h1, h2⟩⟩
    · obtain rfl : s = t := hs
      obtain rfl : j = i + 1 := h1
      exact hc s i h2
    · obtain rfl : s = t := hs
      obtain rfl : i = j + 1 := h1
      exact (hc s j h2).symm
  -- one perfect matching contained in another is equal to it
  refine ⟨c, SimpleGraph.Subgraph.ext (Set.eq_univ_of_forall hP.2) ?_⟩
  funext u v
  refine propext ⟨fun h => ?_, sub u v⟩
  obtain ⟨w, hw, _⟩ :=
    SimpleGraph.Subgraph.isPerfectMatching_iff.1 (kekule_isPerfectMatching n c) u
  have e : v = w := (hM u).unique h (sub u w hw)
  rw [e]
  exact hw

/-- For `n ≥ 2` the cyclacene graph has exactly four perfect matchings, and none of them
contains a rung. -/
theorem cyclacene_kekule_count {n : ℕ} (hn : 2 ≤ n) :
    Nat.card {M : (cyclacene n).Subgraph // M.IsPerfectMatching} = 4 ∧
    ∀ M : (cyclacene n).Subgraph, M.IsPerfectMatching →
      ∀ i, ¬ M.Adj (false, i) (true, i) := by
  constructor
  · let f : (Bool → Bool) → {M : (cyclacene n).Subgraph // M.IsPerfectMatching} :=
      fun c => ⟨kekule n c, kekule_isPerfectMatching n c⟩
    have hf : Function.Bijective f := by
      refine ⟨fun c d h => kekule_injective hn (congrArg Subtype.val h), ?_⟩
      rintro ⟨M, hM⟩
      obtain ⟨c, rfl⟩ := (isPerfectMatching_iff_kekule hn M).1 hM
      exact ⟨c, rfl⟩
    rw [← Nat.card_eq_of_bijective f hf, Nat.card_eq_fintype_card]
    decide
  · intro M hM i
    obtain ⟨c, rfl⟩ := (isPerfectMatching_iff_kekule hn M).1 hM
    rintro ⟨h, -⟩
    exact Bool.false_ne_true h

/-- For `n ≥ 2`, every bond along either cycle is double in exactly two perfect matchings. -/
theorem cycle_bond_count {n : ℕ} (hn : 2 ≤ n) (s : Bool) (i : ZMod (2 * n)) :
    Nat.card {M : (cyclacene n).Subgraph //
      M.IsPerfectMatching ∧ M.Adj (s, i) (s, i + 1)} = 2 := by
  obtain ⟨e, he⟩ : ∃ e : Bool, (Even i ↔ e = true) := by
    by_cases h : Even i
    · exact ⟨true, by simp [h]⟩
    · exact ⟨false, by simp [h]⟩
  -- the parity on cycle `s` is fixed, the one on the other cycle is free
  let f : {c : Bool → Bool // c s = e} → {M : (cyclacene n).Subgraph //
      M.IsPerfectMatching ∧ M.Adj (s, i) (s, i + 1)} :=
    fun c => ⟨kekule n c.1, kekule_isPerfectMatching n c.1,
      (kekule_bond hn c.1 s i).2 (by rw [c.2]; exact he)⟩
  have hf : Function.Bijective f := by
    refine ⟨fun c d h => Subtype.ext (kekule_injective hn (congrArg Subtype.val h)), ?_⟩
    rintro ⟨M, hM, hb⟩
    obtain ⟨c, rfl⟩ := (isPerfectMatching_iff_kekule hn M).1 hM
    have h := (kekule_bond hn c s i).1 hb
    exact ⟨⟨c, Bool.eq_iff_iff.2 (h.symm.trans he)⟩, rfl⟩
  have hcard : ∀ s e : Bool, Fintype.card {c : Bool → Bool // c s = e} = 2 := by decide
  rw [← Nat.card_eq_of_bijective f hf, Nat.card_eq_fintype_card]
  exact hcard s e

end CyclaceneKekule
```

```lean
#print axioms CyclaceneKekule.cyclacene_kekule_count
-- 'CyclaceneKekule.cyclacene_kekule_count' depends on axioms: [propext, Classical.choice, Quot.sound]
#print axioms CyclaceneKekule.cycle_bond_count
-- 'CyclaceneKekule.cycle_bond_count' depends on axioms: [propext, Classical.choice, Quot.sound]
```

The main theorem, `cyclacene_kekule_count`, says that for every \(n\ge 2\) the graph `cyclacene n` has exactly four perfect matchings, and that no perfect matching pairs \((\text{false},i)\) with \((\text{true},i)\) at any position \(i\). The second theorem, `cycle_bond_count`, says that each bond along a cycle belongs to exactly two of the four.

A carbon site is a pair \((s,i)\). The label \(s\), of type `Bool`, names one of the two edge cycles, and \(i\), of type `ZMod (2 * n)`, is the position on it, counted modulo \(2n\). Neighbouring positions on one cycle are bonded, and rungs join equal even positions on the two cycles. Between successive rungs lies a hexagon, so the belt has \(n\) hexagons and \(4n\) carbons. A Kekulé structure is a subgraph `M` with `M.IsPerfectMatching`: every site has exactly one partner, with which it shares a double bond.

With the four structures weighted equally, the Pauling bond order is \(2/4=1/2\) along the cycles and \(0\) on the rungs. This is a statement about connectivity alone: energies, strain, long-bonded or ionic structures and structures with unpaired electrons do not enter. The smallest case, \(n=2\), is covered as a graph, not as a plausible molecule.

The argument by hand begins with parity. Every position is the residue of an integer, so \(i\) or \(i+1\) is twice something. They cannot both be: \(i=2b\) and \(i+1=2a\) would give \(1=2(a-b)\) modulo \(2n\), hence \(1=0\) modulo 2. Even and odd positions therefore alternate around the ring, which is `even_succ_iff`.

A site \((s,i)\) with \(i\) odd has no rung, so its partner is \((s,i+1)\) or \((s,i-1)\). The lemma `odd_site_partner` obtains this by going through the possible bonds.

Suppose that \((s,i)\) is paired forwards, with \((s,i+1)\). The next odd site, \((s,i+2)\), is a different site, because \(2\neq 0\) modulo \(2n\) when \(n\ge 2\) (`two_steps_ne_zero`). It cannot be paired with \((s,i+1)\), which is taken, so its partner is \((s,i+3)\). Repeating this reaches every odd site of the cycle. Hence either all odd sites of a cycle are paired forwards, or none is and all are paired backwards. In both cases the double bonds alternate around the cycle and use up its even sites too, which leaves none for a rung.

The patterns are written down explicitly as `kekule n c`, where \(c\) assigns a truth value to each cycle. If \(c(s)\) is true, the double bonds of cycle \(s\) run from \(i\) to \(i+1\) with \(i\) even; otherwise they run from odd \(i\). Each pattern is a perfect matching (`kekule_isPerfectMatching`): a site of the chosen parity is paired forwards, any other site backwards. Different choices give different patterns (`kekule_injective`), because the bond from 0 to 1 on cycle \(s\) is double exactly when \(c(s)\) is true.

In `isPerfectMatching_iff_kekule`, the steps `step` and `spread` carry the forward pairing around the ring, and `choice` reads off \(c(s)\). This shows that the pattern is contained in the given matching. The two are then equal, since each site already has its only partner in the pattern. Perfect matchings thus correspond one to one to the functions \(c\), of which there are \(2\cdot 2=4\). Requiring one cycle bond to be double fixes \(c\) on that cycle and leaves the other free, which gives the count of two.

The theorem counts structures on labelled sites. For \(n\ge 3\), a count up to the symmetry of the graph would give two instead, by the following argument, which is not formalised in Lean. Rotations that carry rungs to rungs change neither choice, reversing the direction of travel flips both, and exchanging the cycles swaps them, so what remains is whether the two cycles have equal or opposite choices. For \(n=2\) the graph has a further symmetry, which exchanges the two odd sites of one cycle and fixes every other site. It flips the choice on that cycle alone, so all four structures are then equivalent.
